# A skew-grid Laplacian with three-point pure and centred mixed differences annihilates only the constant plane wave

On a real-space grid along the axes of a monoclinic or hexagonal cell, the kinetic-energy operator contains mixed derivatives. One way to apply it is to replace every pure and mixed derivative by a finite difference. If repeated centred differences are used for all of them, some waves that alternate in sign from one grid point to the next along an axis are assigned zero kinetic energy. For a positive definite inverse metric, three-point pure second derivatives combined with centred mixed derivatives give every non-constant plane wave on the infinite grid a strictly positive kinetic energy.

## The Laplacian in grid coordinates

Let $h_i$ be the vector from one grid point to the next along cell axis $i$, so that the grid points are $r=\sum_i n_i h_i$ with integer $n_i$. Let $G$ be the inverse of the metric matrix with entries $h_i\cdot h_j$. In the coordinates $n_i$,

$$-\nabla^2=-\sum_{i,j}G_{ij}\,\frac{\partial^2}{\partial n_i\,\partial n_j}.$$

The grid spacings are contained in $G$, so the differences below have unit step. In Hartree atomic units the kinetic energy is half of this operator. The letter $G$ is not a reciprocal lattice vector here.

The axes are labelled by a finite type `ι` with $d$ elements, and a wavefunction is a function `(ι → ℤ) → ℂ`.

```lean
import Mathlib

open Matrix

namespace SkewCellStencil

noncomputable section

variable {ι : Type*} [Fintype ι] [DecidableEq ι]
```

A plane wave with wavevector $k$ advances in phase by $t_i=k\cdot h_i$ per step along axis $i$, so that

$$\varphi_t(n)=e^{\mathrm i\sum_k t_k n_k},$$

where the $k$ in the sum labels axes. The letter $t$ is neither a time nor a hopping amplitude. The wave has modulus one at every grid point.

```lean
/-- The plane wave with phase advance `t i` per grid step along cell axis `i`. -/
def planeWave (t : ι → ℝ) (n : ι → ℤ) : ℂ :=
  Complex.exp (((∑ k, t k * (n k : ℝ) : ℝ) : ℂ) * Complex.I)
```

Write $e_i$ for one step along axis $i$, which is `Pi.single i 1` in the code. The three-point second difference is

$$(\delta_i^2\psi)(n)=\psi(n+e_i)-2\psi(n)+\psi(n-e_i).$$

```lean
/-- The three-point second difference along axis `i`, at unit grid spacing. -/
def secondDiff (i : ι) (ψ : (ι → ℤ) → ℂ) (n : ι → ℤ) : ℂ :=
  ψ (n + Pi.single i 1) - 2 * ψ n + ψ (n - Pi.single i 1)
```

The centred first difference is

$$(D_i\psi)(n)=\tfrac12\big[\psi(n+e_i)-\psi(n-e_i)\big].$$

```lean
/-- The centred first difference along axis `i`, at unit grid spacing. -/
def centredDiff (i : ι) (ψ : (ι → ℤ) → ℂ) (n : ι → ℤ) : ℂ :=
  (ψ (n + Pi.single i 1) - ψ (n - Pi.single i 1)) / 2
```

The discrete negative Laplacian uses $\delta_i^2$ for the pure derivatives and $D_iD_j$ for the mixed ones:

$$L_G=-\sum_i G_{ii}\,\delta_i^2-\sum_i\sum_{j\neq i}G_{ij}\,D_iD_j.$$

The condition $j\ne i$ is written `Finset.univ.erase i`. Each pair of axes occurs twice, once in each order.

```lean
/-- The discrete negative Laplacian of a skew cell with inverse metric `G`: three-point pure
derivatives and centred mixed derivatives. -/
def negLaplacian (G : Matrix ι ι ℝ) (ψ : (ι → ℤ) → ℂ) (n : ι → ℤ) : ℂ :=
  -(∑ i, (G i i : ℂ) * secondDiff i ψ n
    + ∑ i, ∑ j ∈ Finset.univ.erase i, (G i j : ℂ) * centredDiff i (centredDiff j ψ) n)
```

The eigenvalue of $L_G$ on a plane wave will turn out to be its Fourier symbol,

$$s_G(t)=\sum_i G_{ii}(2-2\cos t_i)+\sum_i\sum_{j\neq i}G_{ij}\sin t_i\sin t_j.$$

```lean
/-- The symbol `∑ G_ii (2 - 2 cos t_i) + ∑_{i ≠ j} G_ij sin t_i sin t_j`. -/
def symbol (G : Matrix ι ι ℝ) (t : ι → ℝ) : ℝ :=
  ∑ i, G i i * (2 - 2 * Real.cos (t i))
    + ∑ i, ∑ j ∈ Finset.univ.erase i, G i j * Real.sin (t i) * Real.sin (t j)
```

## Plane waves as eigenfunctions

A step forward adds $t_i$ to the phase, so

$$\varphi_t(n+e_i)=(\cos t_i+\mathrm i\sin t_i)\,\varphi_t(n).$$

In the proof, `h` computes the shifted phase, and the exponential of the sum is then split into a product.

```lean
/-- One grid step forward along axis `i` multiplies a plane wave by `cos t_i + i sin t_i`. -/
theorem planeWave_forward (t : ι → ℝ) (n : ι → ℤ) (i : ι) :
    planeWave t (n + Pi.single i 1)
      = ((Real.cos (t i) : ℂ) + (Real.sin (t i) : ℂ) * Complex.I) * planeWave t n := by
  have h : ∑ k, t k * (((n + Pi.single i 1 : ι → ℤ) k : ℤ) : ℝ)
      = ∑ k, t k * (n k : ℝ) + t i := by
    simp [Pi.single_apply, mul_add, Finset.sum_add_distrib]
  unfold planeWave
  rw [h, Complex.ofReal_add, add_mul, Complex.exp_add, Complex.exp_mul_I (t i : ℂ),
    ← Complex.ofReal_cos, ← Complex.ofReal_sin]
  ring
```

For a step backward, apply this relation at $n-e_i$, which gives $\varphi_t(n)=(\cos t_i+\mathrm i\sin t_i)\varphi_t(n-e_i)$. Multiplying by $\cos t_i-\mathrm i\sin t_i$ and using $\cos^2t_i+\sin^2t_i=1$ yields

$$\varphi_t(n-e_i)=(\cos t_i-\mathrm i\sin t_i)\,\varphi_t(n).$$

The closing `linear_combination` carries out this multiplication.

```lean
/-- One grid step backward along axis `i` multiplies a plane wave by `cos t_i - i sin t_i`. -/
theorem planeWave_backward (t : ι → ℝ) (n : ι → ℤ) (i : ι) :
    planeWave t (n - Pi.single i 1)
      = ((Real.cos (t i) : ℂ) - (Real.sin (t i) : ℂ) * Complex.I) * planeWave t n := by
  -- step forward from the shifted point and undo the phase
  have h := planeWave_forward t (n - Pi.single i 1) i
  rw [sub_add_cancel] at h
  have hcs : (Real.sin (t i) : ℂ) ^ 2 + (Real.cos (t i) : ℂ) ^ 2 = 1 := by
    exact_mod_cast Real.sin_sq_add_cos_sq (t i)
  rw [h]
  linear_combination (-planeWave t (n - Pi.single i 1)) * hcs
    + (Real.sin (t i) : ℂ) ^ 2 * planeWave t (n - Pi.single i 1) * Complex.I_sq
```

Half the difference of the two steps is $D_j\varphi_t=\mathrm i\sin t_j\,\varphi_t$, which is `h1` below. A second centred difference contributes another factor $\mathrm i\sin t_i$, and $\mathrm i^2=-1$ gives

$$D_iD_j\varphi_t=-\sin t_i\sin t_j\,\varphi_t.$$

```lean
/-- On a plane wave, the centred mixed difference along axes `i` and `j` is multiplication by
`-sin t_i sin t_j`. -/
theorem centredDiff_centredDiff_planeWave (t : ι → ℝ) (n : ι → ℤ) (i j : ι) :
    centredDiff i (centredDiff j (planeWave t)) n
      = -((Real.sin (t i) : ℂ) * (Real.sin (t j) : ℂ)) * planeWave t n := by
  have h1 : ∀ m, centredDiff j (planeWave t) m
      = Complex.I * (Real.sin (t j) : ℂ) * planeWave t m := by
    intro m
    unfold centredDiff
    rw [planeWave_forward, planeWave_backward]
    ring
  have h2 : centredDiff i (centredDiff j (planeWave t)) n
      = (centredDiff j (planeWave t) (n + Pi.single i 1)
        - centredDiff j (planeWave t) (n - Pi.single i 1)) / 2 := rfl
  rw [h2, h1, h1, planeWave_forward, planeWave_backward]
  linear_combination
    ((Real.sin (t i) : ℂ) * (Real.sin (t j) : ℂ) * planeWave t n) * Complex.I_sq
```

The sum of the two steps gives $\delta_i^2\varphi_t=(2\cos t_i-2)\varphi_t$. Inserting both results into $L_G$ and collecting signs,

$$L_G\varphi_t=s_G(t)\,\varphi_t.$$

This holds for every real matrix $G$ and every real $t$. The proof substitutes the two eigenvalues and compares the sums term by term.

```lean
/-- Plane waves are eigenfunctions of the discrete negative Laplacian, and the eigenvalue is
the symbol. -/
theorem negLaplacian_planeWave (G : Matrix ι ι ℝ) (t : ι → ℝ) (n : ι → ℤ) :
    negLaplacian G (planeWave t) n = (symbol G t : ℂ) * planeWave t n := by
  have h : ∀ i, secondDiff i (planeWave t) n
      = (2 * (Real.cos (t i) : ℂ) - 2) * planeWave t n := by
    intro i
    unfold secondDiff
    rw [planeWave_forward, planeWave_backward]
    ring
  unfold negLaplacian symbol
  simp only [h, centredDiff_centredDiff_planeWave]
  push_cast
  rw [add_mul, Finset.sum_mul, Finset.sum_mul, neg_add, ← Finset.sum_neg_distrib,
    ← Finset.sum_neg_distrib]
  congr 1
  · exact Finset.sum_congr rfl fun i _ => by ring
  · refine Finset.sum_congr rfl fun i _ => ?_
    rw [Finset.sum_mul, ← Finset.sum_neg_distrib]
    exact Finset.sum_congr rfl fun j _ => by ring
```

## Why the symbol is positive

The mixed terms can have either sign, so positivity can't be read off from the definition. The remedy is the identity

$$2-2\cos t_i=\sin^2t_i+(1-\cos t_i)^2,$$

which follows by expanding the square. The terms $G_{ii}\sin^2t_i$ supply the diagonal that the mixed terms lack. With $x_i=\sin t_i$,

$$s_G(t)=x^{\mathsf T}Gx+\sum_iG_{ii}(1-\cos t_i)^2.$$

In Lean the quadratic form $x^{\mathsf T}Gx$ is `x ⬝ᵥ G *ᵥ x`. The auxiliary `h1` separates its diagonal term from the rest, and the last line applies $\sin^2t_i+\cos^2t_i=1$.

```lean
/-- The symbol is the quadratic form of `G` at the vector of sines plus the diagonal remainder
`∑ G_ii (1 - cos t_i)²`. -/
theorem symbol_eq (G : Matrix ι ι ℝ) (t : ι → ℝ) :
    symbol G t = (fun i => Real.sin (t i)) ⬝ᵥ G *ᵥ (fun i => Real.sin (t i))
      + ∑ i, G i i * (1 - Real.cos (t i)) ^ 2 := by
  simp only [symbol, dotProduct, mulVec, ← Finset.sum_add_distrib]
  refine Finset.sum_congr rfl fun i _ => ?_
  -- split the diagonal term off the quadratic form
  have h1 : Real.sin (t i) * ∑ j, G i j * Real.sin (t j) = G i i * Real.sin (t i) ^ 2
      + ∑ j ∈ Finset.univ.erase i, G i j * Real.sin (t i) * Real.sin (t j) := by
    rw [Finset.mul_sum, ← Finset.add_sum_erase _ _ (Finset.mem_univ i)]
    congr 1
    · ring
    · exact Finset.sum_congr rfl fun j _ => by ring
  linear_combination -h1 - G i i * Real.sin_sq_add_cos_sq (t i)
```

Suppose that $x^{\mathsf T}Gx\ge0$ for all real $x$ and that every $G_{ii}$ is positive. Let $t\neq0$ have all its components in $(-\pi,\pi]$. Some $t_i$ is nonzero, and since $|t_i|<2\pi$, its cosine differs from one. Hence $G_{ii}(1-\cos t_i)^2>0$, while all other contributions are nonnegative, and $s_G(t)>0$.

The box $(-\pi,\pi]^d$ is called the zone below. Since the $n_i$ are integers, adding a multiple of $2\pi$ to a component of $t$ leaves the wave unchanged on the grid, so every plane wave can be written with $t$ in the zone. At the nonzero points of the zone where every $t_i$ is $0$ or $\pi$, all sines vanish, the quadratic form gives nothing, and the positive value comes from the remainder alone.

```lean
/-- If the quadratic form of `G` is nonnegative and its diagonal entries are positive, the
symbol is strictly positive at every nonzero `t` in `(-π, π]^d`. -/
theorem symbol_pos_of_nonneg (G : Matrix ι ι ℝ) (hG : ∀ x : ι → ℝ, 0 ≤ x ⬝ᵥ G *ᵥ x)
    (hd : ∀ i, 0 < G i i) (t : ι → ℝ) (ht : ∀ i, t i ∈ Set.Ioc (-Real.pi) Real.pi)
    (h0 : t ≠ 0) : 0 < symbol G t := by
  obtain ⟨i, hi⟩ := Function.ne_iff.mp h0
  -- inside the zone the cosine equals one only at the origin
  have hcos : Real.cos (t i) ≠ 1 := fun h =>
    hi ((Real.cos_eq_one_iff_of_lt_of_lt (by linarith [(ht i).1, Real.pi_pos])
      (by linarith [(ht i).2, Real.pi_pos])).mp h)
  have hne : 1 - Real.cos (t i) ≠ 0 := sub_ne_zero.mpr (Ne.symm hcos)
  have hsum : 0 < ∑ k, G k k * (1 - Real.cos (t k)) ^ 2 :=
    Finset.sum_pos' (fun k _ => mul_nonneg (hd k).le (sq_nonneg _))
      ⟨i, Finset.mem_univ i, mul_pos (hd i) (by positivity)⟩
  rw [symbol_eq]
  linarith [hG (fun k => Real.sin (t k))]
```

The inverse metric of a genuine cell is positive definite because the step vectors $h_i$ are linearly independent. Positive definiteness supplies both assumptions, the second from $G_{ii}=e_i^{\mathsf T}Ge_i>0$. The hypothesis `G.PosDef` also includes the symmetry of $G$.

```lean
/-- For a positive definite inverse metric `G`, the symbol is strictly positive at every
nonzero `t` in `(-π, π]^d`. -/
theorem symbol_pos (G : Matrix ι ι ℝ) (hG : G.PosDef) (t : ι → ℝ)
    (ht : ∀ i, t i ∈ Set.Ioc (-Real.pi) Real.pi) (h0 : t ≠ 0) : 0 < symbol G t := by
  refine symbol_pos_of_nonneg G (fun x => ?_) (fun i => ?_) t ht h0
  · simpa using hG.posSemidef.dotProduct_mulVec_nonneg x
  · have h := hG.dotProduct_mulVec_pos (x := Pi.single i 1) (by simp)
    simpa using h
```

If $L_G\varphi_t=0$, then at the grid origin $s_G(t)\varphi_t(0)=0$. The exponential is never zero, so the symbol must vanish, and therefore $t=0$. Conversely, $s_G(0)=0$. For $t$ in the zone,

$$L_G\varphi_t=0\iff t=0.$$

```lean
/-- For a positive definite inverse metric, a plane wave with `t` in `(-π, π]^d` is annihilated
by the discrete negative Laplacian exactly when `t = 0`. -/
theorem negLaplacian_planeWave_eq_zero_iff (G : Matrix ι ι ℝ) (hG : G.PosDef) (t : ι → ℝ)
    (ht : ∀ i, t i ∈ Set.Ioc (-Real.pi) Real.pi) :
    negLaplacian G (planeWave t) = 0 ↔ t = 0 := by
  constructor
  · intro h
    by_contra h0
    have h1 := congrFun h 0
    rw [negLaplacian_planeWave] at h1
    exact mul_ne_zero (Complex.ofReal_ne_zero.mpr (symbol_pos G hG t ht h0).ne')
      (Complex.exp_ne_zero _) h1
  · intro h
    funext n
    rw [negLaplacian_planeWave, h]
    simp [symbol]
```

This is a statement about single plane waves on an infinite grid, with no potential. To carry it over to a periodic calculation on a finite grid, one expands an arbitrary grid function in the plane waves that the boundary conditions allow. The accuracy of the stencil at small spacing is a separate matter.

## Comparison with the orthogonal cell

Positivity can be made quantitative. Suppose that $x^{\mathsf T}Gx\ge c\,x^{\mathsf T}x$ for all real $x$; for a symmetric $G$ in at least one dimension, $c$ can be its smallest eigenvalue. Taking $x=e_i$ gives $G_{ii}\ge c$. Bounding both parts of the decomposition,

$$s_G(t)\ge c\sum_i\big[\sin^2t_i+(1-\cos t_i)^2\big]=c\sum_i(2-2\cos t_i).$$

The sum on the right is the symbol of an orthogonal cell with unit spacing. In the proof, `h1` rewrites that symbol and `h2` compares the remainders.

```lean
/-- If the quadratic form of `G` is at least `c` times the squared length, the symbol is at
least `c` times the orthogonal-cell symbol `∑ (2 - 2 cos t_i)`. -/
theorem symbol_lower_bound (G : Matrix ι ι ℝ) (c : ℝ)
    (hc : ∀ x : ι → ℝ, c * (x ⬝ᵥ x) ≤ x ⬝ᵥ G *ᵥ x) (t : ι → ℝ) :
    c * ∑ i, (2 - 2 * Real.cos (t i)) ≤ symbol G t := by
  have hd : ∀ i, c ≤ G i i := fun i => by simpa using hc (Pi.single i 1)
  have h1 : c * ∑ i, (2 - 2 * Real.cos (t i))
      = c * ((fun i => Real.sin (t i)) ⬝ᵥ (fun i => Real.sin (t i)))
        + ∑ i, c * (1 - Real.cos (t i)) ^ 2 := by
    simp only [dotProduct, Finset.mul_sum, ← Finset.sum_add_distrib]
    refine Finset.sum_congr rfl fun i _ => ?_
    linear_combination -c * Real.sin_sq_add_cos_sq (t i)
  have h2 : ∑ i, c * (1 - Real.cos (t i)) ^ 2 ≤ ∑ i, G i i * (1 - Real.cos (t i)) ^ 2 :=
    Finset.sum_le_sum fun i _ => mul_le_mul_of_nonneg_right (hd i) (sq_nonneg _)
  rw [symbol_eq, h1]
  linarith [hc (fun i => Real.sin (t i))]
```

The same argument with the inequalities reversed gives a neighbouring bound, stated here without a checked proof: if $x^{\mathsf T}Gx\le C\,x^{\mathsf T}x$ for all real $x$, then $s_G(t)\le C\sum_i(2-2\cos t_i)$. For $C\ge0$ the right-hand side is at most $4Cd$, which limits the kinetic energy of a plane wave on the grid.

## Centred differences for every derivative

Now replace $\delta_i^2$ by $D_iD_i$ in the pure derivatives as well. On a plane wave the discrete Laplacian becomes

$$\sum_{i,j}G_{ij}D_iD_j\varphi_t=-\Big(\sum_{i,j}G_{ij}\sin t_i\sin t_j\Big)\varphi_t.$$

If every $t_i$ is $0$ or $\pi$, all the sines vanish and so does the result, whatever the real matrix $G$. Any such wave with at least one component $\pi$ alternates in sign along that axis and is a spurious zero mode.

One axis shows the contrast most simply. The three-point symbol is $G(2-2\cos t)$, with $G$ now a positive number, and it equals $4G$ for the alternating wave $(-1)^n$ at $t=\pi$. The repeated centred difference gives $G\sin^2t$, which is zero there, because it connects $n$ only to itself and to $n\pm2$, where the alternating wave has the same value.

```lean
/-- If the pure derivatives are also taken as repeated centred differences, every plane wave
whose phase advances are all `0` or `π` is annihilated. -/
theorem centred_scheme_spurious_modes (G : Matrix ι ι ℝ) (t : ι → ℝ)
    (ht : ∀ i, t i = 0 ∨ t i = Real.pi) (n : ι → ℤ) :
    ∑ i, ∑ j, (G i j : ℂ) * centredDiff i (centredDiff j (planeWave t)) n = 0 := by
  have hs : ∀ i, Real.sin (t i) = 0 := by
    intro i
    rcases ht i with h | h <;> simp [h]
  simp only [centredDiff_centredDiff_planeWave, hs, Complex.ofReal_zero, mul_zero, neg_zero,
    zero_mul, Finset.sum_const_zero]

end

end SkewCellStencil
```

```lean
#print axioms SkewCellStencil.centredDiff_centredDiff_planeWave
#print axioms SkewCellStencil.negLaplacian_planeWave_eq_zero_iff
#print axioms SkewCellStencil.symbol_lower_bound
#print axioms SkewCellStencil.centred_scheme_spurious_modes
```

```
'SkewCellStencil.centredDiff_centredDiff_planeWave' depends on axioms: [propext, Classical.choice, Quot.sound]
'SkewCellStencil.negLaplacian_planeWave_eq_zero_iff' depends on axioms: [propext, Classical.choice, Quot.sound]
'SkewCellStencil.symbol_lower_bound' depends on axioms: [propext, Classical.choice, Quot.sound]
'SkewCellStencil.centred_scheme_spurious_modes' depends on axioms: [propext, Classical.choice, Quot.sound]
```
